# Truncating an overlap matrix: a bound on the error in the inverse, sharp over symmetric perturbations

To speak of the smallest eigenvalue of an overlap matrix $S$, one can either compute a spectrum or state a lower bound on a quadratic form. Here the second route is taken: `BoundedBelow m S` says that $x\cdot Sx \ge m\,x\cdot x$ for every real vector $x$. For a symmetric $S$ over a nonempty basis this means that $m$ does not exceed the smallest eigenvalue.

The truncated matrix is written $S+E$, so $E$ is minus the discarded part. The main theorems allow any symmetric $E$ of bounded norm, whether or not it comes from dropping entries of $S$; some of the examples below use perturbations that do not. The basis is a finite index type `n`, matrices are real, and `‖·‖` on matrices is the operator norm induced by the Euclidean length $|x|$.

```lean
import Mathlib

open Matrix
open scoped Matrix.Norms.L2Operator

namespace OverlapTruncation

variable {n : Type*} [Fintype n] [DecidableEq n]

/-- The quadratic form of `S` is at least `m` times the squared length of every vector. -/
def BoundedBelow (m : ℝ) (S : Matrix n n ℝ) : Prop :=
  ∀ x : n → ℝ, m * (x ⬝ᵥ x) ≤ x ⬝ᵥ S *ᵥ x
```

For $m>0$, $\delta\ge0$ and a nonempty basis, the second definition is the largest $e$ such that every symmetric $E$ with $\|E\|\le e$ keeps $S+E$ positive definite with an error of at most $\delta$ in the inverse, for every symmetric $S$ bounded below by $m$; this is proved further down.

```lean
/-- The threshold `δ m² / (1 + δ m)`. For `m > 0`, `δ ≥ 0` and a nonempty basis it is the largest
bound on the norm of a symmetric perturbation that is safe, for a tolerance `δ` on the inverse, for
every symmetric overlap matrix bounded below by `m`. -/
noncomputable def safeThreshold (δ m : ℝ) : ℝ := δ * m ^ 2 / (1 + δ * m)
```

## The discarded part is small in operator norm: $\|E\|\le e$

Physically, $e$ limits how much the truncation can change the squared norm of any function in the basis span, per unit squared length of its coefficient vector. By Cauchy-Schwarz,

$$|x\cdot Ex| \le |x|\,|Ex| \le e|x|^2, \qquad\text{so}\qquad x\cdot(S+E)x \ge (m-e)|x|^2 .$$

The first two lemmas translate dot products into Euclidean inner products and norms, with `Matrix.toEuclideanCLM` turning a matrix into a linear map. `BoundedBelow.add` is then the displayed estimate: `h1` is Cauchy-Schwarz, `h2` is the norm bound, and `nlinarith` combines them with the bound on $S$.

```lean
/-- The quadratic form of a matrix is the Euclidean inner product of a vector with its image. -/
theorem quadratic_eq_inner (A : Matrix n n ℝ) (x : EuclideanSpace ℝ n) :
    x.ofLp ⬝ᵥ A *ᵥ x.ofLp = inner ℝ x (Matrix.toEuclideanCLM (𝕜 := ℝ) A x) := by
  rw [EuclideanSpace.inner_eq_star_dotProduct, star_trivial, dotProduct_comm]
  rfl

omit [DecidableEq n] in
/-- The dot product of a vector with itself is its squared Euclidean norm. -/
theorem dot_self_eq_norm_sq (x : EuclideanSpace ℝ n) : x.ofLp ⬝ᵥ x.ofLp = ‖x‖ ^ 2 := by
  rw [← real_inner_self_eq_norm_sq, EuclideanSpace.inner_eq_star_dotProduct, star_trivial]

/-- A perturbation of operator norm at most `e` lowers the lower bound of a matrix by at
most `e`. -/
theorem BoundedBelow.add {m e : ℝ} {S E : Matrix n n ℝ} (hS : BoundedBelow m S)
    (hE : ‖E‖ ≤ e) : BoundedBelow (m - e) (S + E) := by
  intro x
  let y : EuclideanSpace ℝ n := WithLp.toLp 2 x
  have hq : x ⬝ᵥ E *ᵥ x = inner ℝ y (Matrix.toEuclideanCLM (𝕜 := ℝ) E y) :=
    quadratic_eq_inner E y
  have hn : x ⬝ᵥ x = ‖y‖ ^ 2 := dot_self_eq_norm_sq y
  -- Cauchy-Schwarz bounds the quadratic form of the perturbation
  have h1 := abs_real_inner_le_norm y (Matrix.toEuclideanCLM (𝕜 := ℝ) E y)
  have h2 : ‖Matrix.toEuclideanCLM (𝕜 := ℝ) E y‖ ≤ e * ‖y‖ := by
    refine (ContinuousLinearMap.le_opNorm _ y).trans ?_
    rw [Matrix.l2_opNorm_toEuclideanCLM]
    exact mul_le_mul_of_nonneg_right hE (norm_nonneg y)
  have h3 := mul_le_mul_of_nonneg_left h2 (norm_nonneg y)
  have h4 := (abs_le.mp h1).1
  have h5 := hS x
  rw [Matrix.add_mulVec, dotProduct_add, hq]
  rw [hn] at h5 ⊢
  nlinarith
```

A bound of $e$ on the individual entries would not do. Take $S=m\,\mathbf 1$ with $m>0$ in two dimensions and let every entry of $E$ be $-m/2$. Each entry is smaller than $m$ in magnitude, yet $S+E$ annihilates $(1,1)$.

## The basis is away from linear dependence: $x\cdot Sx\ge m|x|^2$

The number $x\cdot Sx$ is the squared norm of the function with coefficients $x$. A positive $m$ therefore says that no coefficient vector of unit length gives a function of squared norm below $m$.

By hand, let a matrix $T$ satisfy $x\cdot Tx\ge\mu|x|^2$ with $\mu>0$. If $Tv=0$, then $\mu|v|^2\le 0$ and $v=0$, so $T$ is invertible. For $x=T^{-1}y$,

$$\mu|x|^2\le x\cdot Tx = x\cdot y\le |x|\,|y| .$$

Dividing by $|x|$ when it is nonzero gives $|x|\le|y|/\mu$, which also holds for $x=0$. Hence $\|T^{-1}\|\le 1/\mu$.

`BoundedBelow.inverse` follows these lines. A vanishing determinant would supply a nonzero null vector, which the bound excludes; the final `rcases` separates $|x|=0$ from $|x|>0$.

```lean
/-- A matrix bounded below by `m > 0` is invertible, and its inverse has operator norm at
most `1 / m`. -/
theorem BoundedBelow.inverse {m : ℝ} {S : Matrix n n ℝ} (hS : BoundedBelow m S)
    (hm : 0 < m) : IsUnit S.det ∧ ‖S⁻¹‖ ≤ 1 / m := by
  have hu : IsUnit S.det := by
    rw [isUnit_iff_ne_zero]
    intro h0
    obtain ⟨v, hv, hSv⟩ := Matrix.exists_mulVec_eq_zero_iff.mpr h0
    have h1 := hS v
    rw [hSv, dotProduct_zero] at h1
    have h2 : 0 ≤ v ⬝ᵥ v := Finset.sum_nonneg fun i _ => mul_self_nonneg (v i)
    exact hv (dotProduct_self_eq_zero.mp (by nlinarith))
  refine ⟨hu, ?_⟩
  rw [← Matrix.l2_opNorm_toEuclideanCLM]
  refine ContinuousLinearMap.opNorm_le_bound _ (by positivity) fun y => ?_
  have hy : Matrix.toEuclideanCLM (𝕜 := ℝ) S (Matrix.toEuclideanCLM (𝕜 := ℝ) S⁻¹ y) = y := by
    change (Matrix.toEuclideanCLM (𝕜 := ℝ) S * Matrix.toEuclideanCLM (𝕜 := ℝ) S⁻¹) y = y
    rw [← map_mul, Matrix.mul_nonsing_inv S hu, map_one]
    rfl
  obtain ⟨x, hx⟩ : ∃ x, x = Matrix.toEuclideanCLM (𝕜 := ℝ) S⁻¹ y := ⟨_, rfl⟩
  rw [← hx] at hy ⊢
  -- m |x|² ≤ ⟨x, S x⟩ = ⟨x, y⟩ ≤ |x| |y|
  have h1 := hS x.ofLp
  rw [quadratic_eq_inner, dot_self_eq_norm_sq, hy] at h1
  have h2 := real_inner_le_norm x y
  rw [one_div, ← div_eq_inv_mul, le_div_iff₀ hm]
  rcases (norm_nonneg x).eq_or_lt with h | h
  · rw [← h, zero_mul]
    exact norm_nonneg y
  · exact le_of_mul_le_mul_left (by nlinarith) h
```

Positive definiteness of $S$ alone cannot replace the bound. With $m=1$ and $e=1/4$, the one-by-one matrices $S=(1/4)$ and $E=(-1/4)$ meet all the other conditions, and $S+E=0$.

## The truncation stays below the spectral bound: $e<m$

This condition guarantees that the truncation cannot create a linear dependence. It makes $m-e$ positive, so the inverse estimate applies to $S+E$ with $\mu=m-e$ as well as to $S$ with $\mu=m$. Since

$$(S+E)^{-1}-S^{-1}=(S+E)^{-1}\bigl[S-(S+E)\bigr]S^{-1}=-(S+E)^{-1}E\,S^{-1},$$

the norms multiply to

$$\|(S+E)^{-1}-S^{-1}\|\le\frac1{m-e}\,e\,\frac1m=\frac{e}{m(m-e)} .$$

In `truncated_overlap_inverse` the condition enters as `hd`, the identity is `key`, and the last `calc` is the product of norms. The signs $e\ge0$ and $m>0$ are derived from the hypotheses.

```lean
/-- If a symmetric overlap matrix `S` is bounded below by `m` and a symmetric perturbation `E`
has operator norm at most `e < m`, then `S + E` is positive definite and its inverse differs
from that of `S` by at most `e / (m (m - e))` in operator norm. -/
theorem truncated_overlap_inverse {m e : ℝ} {S E : Matrix n n ℝ} (hSs : S.IsSymm)
    (hEs : E.IsSymm) (hS : BoundedBelow m S) (hE : ‖E‖ ≤ e) (hem : e < m) :
    (S + E).PosDef ∧ ‖(S + E)⁻¹ - S⁻¹‖ ≤ e / (m * (m - e)) := by
  have he : 0 ≤ e := (norm_nonneg E).trans hE
  have hm : 0 < m := he.trans_lt hem
  have hd : 0 < m - e := sub_pos.mpr hem
  have hT := hS.add hE
  constructor
  · rw [Matrix.posDef_iff_dotProduct_mulVec]
    constructor
    · change (S + E)ᴴ = S + E
      rw [Matrix.conjTranspose_eq_transpose_of_trivial]
      exact hSs.add hEs
    · intro x hx
      rw [star_trivial]
      have h0 : 0 ≤ x ⬝ᵥ x := Finset.sum_nonneg fun i _ => mul_self_nonneg (x i)
      have h1 : 0 < x ⬝ᵥ x :=
        lt_of_le_of_ne h0 fun h => hx (dotProduct_self_eq_zero.mp h.symm)
      exact (mul_pos hd h1).trans_le (hT x)
  · obtain ⟨huS, hnS⟩ := hS.inverse hm
    obtain ⟨huT, hnT⟩ := hT.inverse hd
    -- the difference of the inverses is linear in the perturbation
    have key : (S + E)⁻¹ - S⁻¹ = -((S + E)⁻¹ * E * S⁻¹) := by
      have h1 := Matrix.nonsing_inv_mul (S + E) huT
      have h2 := Matrix.mul_nonsing_inv S huS
      generalize (S + E)⁻¹ = B at h1 ⊢
      generalize S⁻¹ = C at h2 ⊢
      calc B - C = B * (S * C) - (B * (S + E)) * C := by rw [h1, h2, mul_one, one_mul]
        _ = -(B * E * C) := by noncomm_ring
    rw [key, norm_neg]
    calc ‖(S + E)⁻¹ * E * S⁻¹‖ ≤ ‖(S + E)⁻¹‖ * ‖E‖ * ‖S⁻¹‖ :=
          (norm_mul_le _ _).trans
            (mul_le_mul_of_nonneg_right (norm_mul_le _ _) (norm_nonneg _))
      _ ≤ 1 / (m - e) * e * (1 / m) := by gcongr
      _ = e / (m * (m - e)) := by field_simp
```

The weaker condition $e\le m$ is not enough: for $m>0$, $S=m\,\mathbf 1$ and $E=-m\,\mathbf 1$ over a nonempty basis sum to zero.

## Both matrices are symmetric

Overlaps of real functions are symmetric, and $E$ is symmetric when the entries $ij$ and $ji$ are dropped together. Both the derivation and the proof use this only for positive definiteness, because `PosDef` includes symmetry of the matrix; the code supplies it by `hSs.add hEs`. The estimate of the inverse makes no use of it.

If $E$ need not be symmetric, take $S=\mathbf 1$ and $E=\begin{pmatrix}0&e\\-e&0\end{pmatrix}$ with $0<e<1$. The quadratic form of $S+E$ is still $|x|^2$, but the matrix is not symmetric and so not `PosDef`.

## At least one basis function, and a tolerance $\delta$

Sharpness needs a matrix with something in it. For $S=m\,\mathbf 1$ and $E=-e\,\mathbf 1$ with $0\le e<m$, the error is

$$\frac1{m-e}-\frac1m=\frac{e}{m(m-e)},$$

so the bound is attained. `bound_attained` computes the norms and inverses of these scalar matrices. Over an empty basis every matrix has norm zero, and the equality fails for $e>0$.

```lean
/-- For `0 ≤ e < m` and a nonempty basis, the scalar matrices `S = m 1` and `E = -e 1` have
lower bound `m` and norm `e`, and the error of the inverse equals `e / (m (m - e))`. -/
theorem bound_attained [Nonempty n] {m e : ℝ} (he : 0 ≤ e) (hem : e < m) :
    BoundedBelow m (m • (1 : Matrix n n ℝ)) ∧ ‖(-e) • (1 : Matrix n n ℝ)‖ = e ∧
      ‖(m • (1 : Matrix n n ℝ) + (-e) • (1 : Matrix n n ℝ))⁻¹ - (m • (1 : Matrix n n ℝ))⁻¹‖
        = e / (m * (m - e)) := by
  have hm : 0 < m := he.trans_lt hem
  have hd : 0 < m - e := sub_pos.mpr hem
  have hnorm : ∀ c : ℝ, ‖c • (1 : Matrix n n ℝ)‖ = |c| := fun c => by
    rw [norm_smul, CStarRing.norm_one, mul_one, Real.norm_eq_abs]
  have hinv : ∀ c : ℝ, c ≠ 0 → (c • (1 : Matrix n n ℝ))⁻¹ = c⁻¹ • (1 : Matrix n n ℝ) :=
    fun c hc => Matrix.inv_eq_right_inv (by
      rw [smul_mul_smul_comm, mul_one, mul_inv_cancel₀ hc, one_smul])
  refine ⟨fun x => ?_, ?_, ?_⟩
  · simp [Matrix.smul_mulVec]
  · rw [hnorm, abs_neg, abs_of_nonneg he]
  · have h : (m - e)⁻¹ - m⁻¹ = e / (m * (m - e)) := by
      have h1 := hm.ne'
      have h2 := hd.ne'
      field_simp
      ring
    rw [← add_smul, ← sub_eq_add_neg, hinv _ hd.ne', hinv _ hm.ne', ← sub_smul, hnorm, h]
    exact abs_of_nonneg (by positivity)
```

Now fix a tolerance $\delta\ge0$ on the inverse and let $m>0$. For $e<m$,

$$\frac{e}{m(m-e)}\le\delta\iff e(1+\delta m)\le\delta m^2\iff e\le\frac{\delta m^2}{1+\delta m}.$$

The right-hand side is below $m$, so an $e$ within the threshold satisfies $e<m$ automatically. Conversely, if $e$ is safe for every admissible pair $S,E$, the scalar matrices force the inequality when $e<m$, and $E=-m\,\mathbf 1$ rules out $e\ge m$. Safety includes `PosDef` explicitly because Lean assigns the inverse $0$ to a singular matrix, which could otherwise pass the error test.

```lean
/-- For `m > 0`, `δ ≥ 0` and a nonempty basis, symmetric perturbations of norm at most `e ≥ 0`
keep every symmetric overlap matrix bounded below by `m` positive definite, with error at most
`δ` in the inverse, exactly when `e` does not exceed the safe threshold. -/
theorem safe_iff_le_threshold [Nonempty n] {m e δ : ℝ} (hm : 0 < m) (he : 0 ≤ e)
    (hδ : 0 ≤ δ) :
    (∀ S E : Matrix n n ℝ, S.IsSymm → E.IsSymm → BoundedBelow m S → ‖E‖ ≤ e →
      (S + E).PosDef ∧ ‖(S + E)⁻¹ - S⁻¹‖ ≤ δ) ↔ e ≤ safeThreshold δ m := by
  have hp : 0 < 1 + δ * m := by positivity
  rw [safeThreshold, le_div_iff₀ hp]
  constructor
  · intro h
    have hs : ∀ c : ℝ, (c • (1 : Matrix n n ℝ)).IsSymm := fun c => Matrix.isSymm_one.smul c
    rcases lt_or_ge e m with hem | hme
    · obtain ⟨h1, h2, h3⟩ := bound_attained (n := n) he hem
      have h4 := (h _ _ (hs m) (hs (-e)) h1 h2.le).2
      rw [h3, div_le_iff₀ (mul_pos hm (sub_pos.mpr hem))] at h4
      nlinarith
    · -- a perturbation of size m can annihilate the overlap matrix
      have h1 := (bound_attained (n := n) le_rfl hm).1
      have h2 : ‖(-m) • (1 : Matrix n n ℝ)‖ ≤ e := by
        rw [norm_smul, CStarRing.norm_one, mul_one, Real.norm_eq_abs, abs_neg, abs_of_pos hm]
        exact hme
      have h3 := (h _ _ (hs m) (hs (-m)) h1 h2).1
      rw [← add_smul, add_neg_cancel, zero_smul] at h3
      have h4 := h3.det_pos
      simp at h4
  · intro h S E hSs hEs hS hE
    have hem : e < m := by
      by_contra hc
      nlinarith [mul_nonneg (sub_nonneg.mpr (not_lt.mp hc)) hp.le]
    obtain ⟨h1, h2⟩ := truncated_overlap_inverse hSs hEs hS hE hem
    refine ⟨h1, h2.trans ?_⟩
    rw [div_le_iff₀ (mul_pos hm (sub_pos.mpr hem))]
    nlinarith
```

The threshold is a worst case over all symmetric matrices with the same lower bound $m$ and all symmetric perturbations, not only those that drop entries; a particular pair may tolerate more. For $0<m<m'$, cross-multiplication reduces the comparison of thresholds to

$$\delta(m'^2-m^2)+\delta^2mm'(m'-m)>0,$$

whose two terms are `h1` and `h2` below. This requires $\delta>0$: at $\delta=0$ the threshold is zero for every $m$.

```lean
/-- At a fixed tolerance `δ > 0`, the safe threshold strictly decreases when the positive lower
bound of the overlap matrix decreases. -/
theorem safeThreshold_strictMono {δ m m' : ℝ} (hδ : 0 < δ) (hm : 0 < m) (h : m < m') :
    safeThreshold δ m < safeThreshold δ m' := by
  have hm' : 0 < m' := hm.trans h
  have hd : 0 < m' - m := sub_pos.mpr h
  rw [safeThreshold, safeThreshold, div_lt_div_iff₀ (by positivity) (by positivity)]
  have h1 : 0 < δ * ((m' - m) * (m' + m)) := by positivity
  have h2 : 0 < δ * δ * (m * m' * (m' - m)) := by positivity
  nlinarith

end OverlapTruncation
```

For linear-scaling electronic structure in a finite, real, nonorthogonal basis, this means that, at a fixed tolerance $\delta>0$, the norm of the discarded part that the theorem guarantees to be safe shrinks as the lower bound $m$ of the overlap decreases. The bound concerns the inverse overlap only, not the resulting energy or density matrix.

```lean
#print axioms OverlapTruncation.truncated_overlap_inverse
-- 'OverlapTruncation.truncated_overlap_inverse' depends on axioms: [propext, Classical.choice, Quot.sound]
#print axioms OverlapTruncation.safe_iff_le_threshold
-- 'OverlapTruncation.safe_iff_le_threshold' depends on axioms: [propext, Classical.choice, Quot.sound]
#print axioms OverlapTruncation.safeThreshold_strictMono
-- 'OverlapTruncation.safeThreshold_strictMono' depends on axioms: [propext, Classical.choice, Quot.sound]
```
